# Darken's equations for a binary crystal: lattice velocity and interdiffusion coefficient from mobilities and free-energy curvature

Q: I weld a block rich in A to a block rich in B, put inert markers at the weld, and anneal. If A atoms hop faster than B atoms, the markers move relative to the far ends of the sample. Yet the composition profile is described by a single diffusion coefficient. You say that both facts follow from one formal statement. Before I look at any code, what is the calculation?

A: Let $x(z)$ be the mole fraction of A at position $z$, $g$ the molar free energy as a function of composition, and $C$ the concentration of lattice sites. The chemical potentials are

$$\mu_A = g + (1-x)g', \qquad \mu_B = g - x g',$$

where a prime on $g$ means a derivative with respect to composition, and $x'$ means $dx/dz$. Differentiate along the profile:

$$\frac{d\mu_A}{dz} = g'x' - x'g' + (1-x)g''x' = (1-x)g''x',$$

$$\frac{d\mu_B}{dz} = g'x' - x'g' - x g''x' = -x g''x'.$$

Weighted with $x$ and $1-x$, the two gradients add up to zero, which is the Gibbs–Duhem relation. Now let each species drift relative to the lattice with its own mobility, $M_A$ or $M_B$:

$$J_A = -C x M_A \frac{d\mu_A}{dz} = -C x(1-x) g'' M_A x',$$

$$J_B = -C (1-x) M_B \frac{d\mu_B}{dz} = C x(1-x) g'' M_B x'.$$

Q: These fluxes don't cancel unless the mobilities agree. Where does the excess go?

A: The lattice moves to compensate. If it has velocity $v$, the laboratory fluxes are $J_A + Cxv$ and $J_B + C(1-x)v$. Requiring their sum to vanish gives

$$v = -\frac{J_A+J_B}{C} = x(1-x)g''(M_A-M_B)x'.$$

Insert this into the flux of A:

$$J_A + Cxv = C x(1-x)g''x'\,[-M_A + x(M_A-M_B)] = -C D x',$$

$$D = x(1-x)g''\,[(1-x)M_A + xM_B].$$

For B the bracket is $M_B + (1-x)(M_A-M_B) = (1-x)M_A + xM_B$, so its laboratory flux is $+CDx'$. The sign of $v$ is sensible too: for $g''>0$, $x'>0$ and $M_A>M_B$, the markers move towards the A-rich side.

Q: That the two laboratory fluxes are opposite is built into $v$, then.

A: Yes. The result is the value of $v$ and of the common coefficient $D$. The condition behind $v$ stands for a crystal in which vacancies are created and annihilated readily enough to keep the site concentration constant, with no net flow of atoms in the laboratory frame.

Q: Now the formal version. My first suspicion is that the simplified gradients have been put into the definitions, so that the theorem only rearranges them.

A: They haven't. The file opens with its import and a namespace, and then defines the potentials from $g$ and its derivative.

```lean
import Mathlib

namespace DarkenDiffusion

noncomputable section

/-- Chemical potential of A at mole fraction `c` of A, for molar free energy `g`. -/
def muA (g : ℝ → ℝ) (c : ℝ) : ℝ := g c + (1 - c) * deriv g c

/-- Chemical potential of B at mole fraction `c` of A, for molar free energy `g`. -/
def muB (g : ℝ → ℝ) (c : ℝ) : ℝ := g c - c * deriv g c
```

Here `c` is a composition, and `deriv g c` is $g'$ at that composition. The fluxes then take the derivative with respect to position of the composite function `fun s => muA g (x s)`, which is the potential along the actual profile.

```lean
/-- Flux of A relative to the lattice at position `z`, for site concentration `C`,
composition-dependent mobility `MA` and composition profile `x`. -/
def fluxA (C : ℝ) (MA g x : ℝ → ℝ) (z : ℝ) : ℝ :=
  -C * x z * MA (x z) * deriv (fun s => muA g (x s)) z

/-- Flux of B relative to the lattice at position `z`, for site concentration `C`,
composition-dependent mobility `MB` and composition profile `x` of A. -/
def fluxB (C : ℝ) (MB g x : ℝ → ℝ) (z : ℝ) : ℝ :=
  -C * (1 - x z) * MB (x z) * deriv (fun s => muB g (x s)) z
```

Q: And the mobilities? In an alloy they vary with composition.

A: `MA` and `MB` are functions, evaluated at `x z`. They need not be continuous, since nothing differentiates them. A mobility here is a drift velocity per unit gradient of chemical potential. The frame condition and the coefficient come next.

```lean
/-- Velocity of the lattice that compensates the net lattice flux of atoms,
for site concentration `C ≠ 0`. -/
def latticeVelocity (C : ℝ) (MA MB g x : ℝ → ℝ) (z : ℝ) : ℝ :=
  -(fluxA C MA g x z + fluxB C MB g x z) / C

/-- Darken's interdiffusion coefficient at mole fraction `c` of A. -/
def interdiffusivity (MA MB g : ℝ → ℝ) (c : ℝ) : ℝ :=
  c * (1 - c) * deriv (deriv g) c * ((1 - c) * MA c + c * MB c)
```

The velocity is defined through the lattice fluxes, while `interdiffusivity` is the closed formula for $D$. That they fit together has to be proved. One concrete free energy is defined as well, for later use.

```lean
/-- Molar free energy of mixing of a regular solution with thermal energy `RT` and
interaction parameter `Ω`, for mole fractions `0 < c < 1`. -/
def regularSolution (RT Ω : ℝ) (c : ℝ) : ℝ :=
  RT * (c * Real.log c + (1 - c) * Real.log (1 - c)) + Ω * (c * (1 - c))
```

It has ideal mixing entropy and an interaction term $\Omega c(1-c)$. The name `RT` denotes a single real number, the thermal energy per mole.

Q: Then the first thing to prove is the pair of gradients.

A: Yes, and the hypotheses are local: $g$ and $g'$ are differentiable at the composition `x z`, and the profile is differentiable at `z`.

```lean
/-- The gradient of the chemical potential of A is `(1 - x) g'' x'`. -/
theorem hasDerivAt_muA {g x : ℝ → ℝ} {z : ℝ} (hg : DifferentiableAt ℝ g (x z))
    (hg' : DifferentiableAt ℝ (deriv g) (x z)) (hx : DifferentiableAt ℝ x z) :
    HasDerivAt (fun s => muA g (x s))
      ((1 - x z) * deriv (deriv g) (x z) * deriv x z) z := by
  have h1 : HasDerivAt (fun s => g (x s)) (deriv g (x z) * deriv x z) z :=
    hg.hasDerivAt.comp z hx.hasDerivAt
  have h2 : HasDerivAt (fun s => deriv g (x s)) (deriv (deriv g) (x z) * deriv x z) z :=
    hg'.hasDerivAt.comp z hx.hasDerivAt
  -- the two terms containing g' cancel
  have h := h1.fun_add ((hx.hasDerivAt.const_sub 1).fun_mul h2)
  exact h.congr_deriv (by ring)
```

In the proof, `h1` and `h2` are the chain rule for $g(x(z))$ and $g'(x(z))$. The product rule then gives the derivative of $(1-x)g'$, and `ring` cancels the two terms $g'x'$, as in the calculation by hand. The potential of B goes the same way, with a difference in place of the sum.

```lean
/-- The gradient of the chemical potential of B is `-x g'' x'`. -/
theorem hasDerivAt_muB {g x : ℝ → ℝ} {z : ℝ} (hg : DifferentiableAt ℝ g (x z))
    (hg' : DifferentiableAt ℝ (deriv g) (x z)) (hx : DifferentiableAt ℝ x z) :
    HasDerivAt (fun s => muB g (x s))
      (-(x z) * deriv (deriv g) (x z) * deriv x z) z := by
  have h1 : HasDerivAt (fun s => g (x s)) (deriv g (x z) * deriv x z) z :=
    hg.hasDerivAt.comp z hx.hasDerivAt
  have h2 : HasDerivAt (fun s => deriv g (x s)) (deriv (deriv g) (x z) * deriv x z) z :=
    hg'.hasDerivAt.comp z hx.hasDerivAt
  have h := h1.fun_sub (hx.hasDerivAt.fun_mul h2)
  exact h.congr_deriv (by ring)
```

With both gradients available, Gibbs–Duhem takes one substitution and some algebra.

```lean
/-- Gibbs–Duhem relation: the gradients of the two chemical potentials, weighted with
the mole fractions, add up to zero. -/
theorem gibbs_duhem {g x : ℝ → ℝ} {z : ℝ} (hg : DifferentiableAt ℝ g (x z))
    (hg' : DifferentiableAt ℝ (deriv g) (x z)) (hx : DifferentiableAt ℝ x z) :
    x z * deriv (fun s => muA g (x s)) z
      + (1 - x z) * deriv (fun s => muB g (x s)) z = 0 := by
  rw [(hasDerivAt_muA hg hg' hx).deriv, (hasDerivAt_muB hg hg' hx).deriv]
  ring
```

Q: So Gibbs–Duhem is derived here and not postulated.

A: Yes, because both potentials come from the same $g$. The main theorem follows.

```lean
/-- Darken's equations: the lattice velocity is `x (1 - x) g'' (M_A - M_B) x'`, and in the
laboratory frame A and B have opposite fluxes governed by one interdiffusion coefficient. -/
theorem darken {C : ℝ} (hC : C ≠ 0) (MA MB : ℝ → ℝ) {g x : ℝ → ℝ} {z : ℝ}
    (hg : DifferentiableAt ℝ g (x z)) (hg' : DifferentiableAt ℝ (deriv g) (x z))
    (hx : DifferentiableAt ℝ x z) :
    latticeVelocity C MA MB g x z
        = x z * (1 - x z) * deriv (deriv g) (x z) * (MA (x z) - MB (x z)) * deriv x z ∧
    fluxA C MA g x z + C * x z * latticeVelocity C MA MB g x z
        = -C * interdiffusivity MA MB g (x z) * deriv x z ∧
    fluxB C MB g x z + C * (1 - x z) * latticeVelocity C MA MB g x z
        = C * interdiffusivity MA MB g (x z) * deriv x z := by
  have hA := (hasDerivAt_muA hg hg' hx).deriv
  have hB := (hasDerivAt_muB hg hg' hx).deriv
  have hv : latticeVelocity C MA MB g x z
      = x z * (1 - x z) * deriv (deriv g) (x z) * (MA (x z) - MB (x z)) * deriv x z := by
    unfold latticeVelocity fluxA fluxB
    rw [hA, hB, div_eq_iff hC]
    ring
  -- add the drift with the lattice to each lattice flux
  refine ⟨hv, ?_, ?_⟩
  · rw [hv]
    unfold fluxA interdiffusivity
    rw [hA]
    ring
  · rw [hv]
    unfold fluxB interdiffusivity
    rw [hB]
    ring
```

Its three parts are the lattice velocity, the laboratory flux of A and the laboratory flux of B. The only condition on $C$ is that it isn't zero; a physical site concentration is positive. In the proof, `hA` and `hB` supply the gradients, `div_eq_iff hC` clears the division by $C$, and `ring` collects the terms into `hv`. Each of the other two parts substitutes `hv` and the relevant gradient, and `ring` does the bracket that I wrote out above.

Q: What has been assumed about the physics that a metallurgist might dispute?

A: Mainly the flux laws. Each species responds only to its own chemical-potential gradient, so cross terms, such as those from correlated vacancy motion, are absent. The geometry is one-dimensional, $C$ is the same everywhere, and stress and gradient-energy contributions are left out. The theorem relates quantities at one point of a given profile; it doesn't solve for how the profile evolves. Darken's relation is also often written with tracer diffusion coefficients, whereas this version is in terms of mobilities, and passing from one to the other needs a further relation between them.

Q: Suppose I see no marker motion. May I conclude that the mobilities are equal?

A: Within this model, yes, for the composition at the markers, provided that both species are present there, the composition has a gradient, and $g''$ is nonzero. Otherwise $v$ vanishes whatever the mobilities are. At other compositions the two mobilities may still differ.

```lean
/-- In a mixed crystal with a composition gradient and `g'' ≠ 0`, the lattice is at rest at `z`
exactly when the two mobilities are equal at the composition `x z`. -/
theorem latticeVelocity_eq_zero_iff {C : ℝ} (hC : C ≠ 0) (MA MB : ℝ → ℝ) {g x : ℝ → ℝ}
    {z : ℝ} (hg : DifferentiableAt ℝ g (x z)) (hg' : DifferentiableAt ℝ (deriv g) (x z))
    (h0 : 0 < x z) (h1 : x z < 1)
    (hcurv : deriv (deriv g) (x z) ≠ 0) (hgrad : deriv x z ≠ 0) :
    latticeVelocity C MA MB g x z = 0 ↔ MA (x z) = MB (x z) := by
  -- a nonzero derivative already implies differentiability of the profile
  have hx : DifferentiableAt ℝ x z := differentiableAt_of_deriv_ne_zero hgrad
  rw [(darken hC MA MB hg hg' hx).1]
  constructor
  · intro h
    have hne : x z * (1 - x z) * deriv (deriv g) (x z) * deriv x z ≠ 0 :=
      mul_ne_zero (mul_ne_zero (mul_ne_zero h0.ne' (sub_pos.mpr h1).ne') hcurv) hgrad
    have hp : x z * (1 - x z) * deriv (deriv g) (x z) * deriv x z
        * (MA (x z) - MB (x z)) = 0 := by linear_combination h
    exact sub_eq_zero.mp ((mul_eq_zero.mp hp).resolve_left hne)
  · intro h
    rw [h]
    ring
```

The proof rewrites $v$ with the main theorem and groups it as a nonzero factor times $M_A - M_B$. A product of real numbers is zero only if one factor is, so the difference must vanish. The converse is direct substitution. Differentiability of the profile isn't listed among the hypotheses, because Lean sets `deriv` to zero where no derivative exists, so a nonzero value already implies it.

Q: Equal mobilities stop the markers but not the mixing, I take it.

A: Right. With $M_A = M_B = M$ the coefficient becomes $D = x(1-x)g''M$, which has no reason to vanish.

Q: And can $D$ be negative? I'd expect that inside a miscibility gap, at least where the homogeneous alloy is unstable.

A: For positive mobilities and a composition strictly between 0 and 1, it is negative exactly where $g''$ is.

```lean
/-- For positive mobilities and `0 < c < 1`, the interdiffusion coefficient is negative
exactly where the free energy has negative second derivative. -/
theorem interdiffusivity_neg_iff {MA MB : ℝ → ℝ} (g : ℝ → ℝ) {c : ℝ}
    (h0 : 0 < c) (h1 : c < 1) (hA : 0 < MA c) (hB : 0 < MB c) :
    interdiffusivity MA MB g c < 0 ↔ deriv (deriv g) c < 0 := by
  have h1' : 0 < 1 - c := sub_pos.mpr h1
  have hP : 0 < c * (1 - c) * ((1 - c) * MA c + c * MB c) := by positivity
  have hD : interdiffusivity MA MB g c
      = c * (1 - c) * ((1 - c) * MA c + c * MB c) * deriv (deriv g) c := by
    unfold interdiffusivity
    ring
  rw [hD]
  constructor
  · intro h
    by_contra hn
    have := mul_nonneg hP.le (not_lt.mp hn)
    linarith
  · intro h
    exact mul_neg_of_pos_of_neg hP h
```

The lemma `hP` establishes that everything multiplying $g''$ in $D$ is positive, and `hD` reorders the product to show it. One direction is then the sign rule for a product. For the other, a non-negative $g''$ would make $D$ non-negative, a contradiction. Since the laboratory flux of A is $-CDx'$, a negative $D$ with $C>0$ and $x'\neq 0$ means that A flows towards the region already richer in A.

Q: Show me this for a free energy that I can differentiate myself.

A: Take the regular solution. For $0<c<1$,

$$g'(c) = RT\,[\ln c - \ln(1-c)] + \Omega(1-2c),$$

because the $+1$ from differentiating $c\ln c$ cancels the $-1$ from $(1-c)\ln(1-c)$. Differentiating again,

$$g''(c) = RT\left(\frac1c + \frac1{1-c}\right) - 2\Omega = \frac{RT}{c(1-c)} - 2\Omega.$$

```lean
/-- The second derivative of the regular-solution free energy is `RT / (c (1 - c)) - 2 Ω`. -/
theorem regularSolution_curvature (RT Ω : ℝ) {c : ℝ} (h0 : 0 < c) (h1 : c < 1) :
    deriv (deriv (regularSolution RT Ω)) c = RT / (c * (1 - c)) - 2 * Ω := by
  have hs (y : ℝ) : HasDerivAt (fun t : ℝ => 1 - t) (-1) y := (hasDerivAt_id' y).const_sub 1
  -- first derivative near c
  have hfirst : deriv (regularSolution RT Ω) =ᶠ[nhds c]
      fun t => RT * (Real.log t - Real.log (1 - t)) + Ω * (1 - 2 * t) := by
    filter_upwards [Ioo_mem_nhds h0 h1] with y hy
    have hy0 : y ≠ 0 := hy.1.ne'
    have hy1 : 1 - y ≠ 0 := (sub_pos.mpr hy.2).ne'
    have e1 : y * y⁻¹ = 1 := mul_inv_cancel₀ hy0
    have e2 : (1 - y) * (-1 / (1 - y)) = -1 := by field_simp
    have h := ((((hasDerivAt_id' y).fun_mul (Real.hasDerivAt_log hy0)).fun_add
      ((hs y).fun_mul ((hs y).log hy1))).const_mul RT).fun_add
      (((hasDerivAt_id' y).fun_mul (hs y)).const_mul Ω)
    refine HasDerivAt.deriv (h.congr_deriv ?_)
    linear_combination RT * e1 + RT * e2
  rw [hfirst.deriv_eq]
  have hc0 : c ≠ 0 := h0.ne'
  have hc1 : 1 - c ≠ 0 := (sub_pos.mpr h1).ne'
  have h := (((Real.hasDerivAt_log hc0).fun_sub ((hs c).log hc1)).const_mul RT).fun_add
    ((((hasDerivAt_id' c).const_mul 2).const_sub 1).const_mul Ω)
  refine HasDerivAt.deriv (h.congr_deriv ?_)
  field_simp
  ring
```

A second derivative at `c` requires the first derivative in a whole neighbourhood of `c`, and that is what `hfirst` provides: its formula holds throughout the interval from 0 to 1. The identities `e1` and `e2` carry out the cancellation of $+1$ and $-1$. The formula is then differentiated once more, and `field_simp` with `ring` combines the fractions.

Q: Then the factor $c(1-c)$ in $D$ should remove the denominator.

A: It does, and gives

$$D = [RT - 2\Omega c(1-c)]\,[(1-c)M_A + cM_B].$$

```lean
/-- In a regular solution the interdiffusion coefficient is the mixed mobility
`(1 - c) M_A + c M_B` times `RT - 2 Ω c (1 - c)`. -/
theorem interdiffusivity_regularSolution (RT Ω : ℝ) (MA MB : ℝ → ℝ) {c : ℝ}
    (h0 : 0 < c) (h1 : c < 1) :
    interdiffusivity MA MB (regularSolution RT Ω) c
      = (RT - 2 * Ω * (c * (1 - c))) * ((1 - c) * MA c + c * MB c) := by
  have hne : c * (1 - c) ≠ 0 := mul_ne_zero h0.ne' (sub_pos.mpr h1).ne'
  have e : c * (1 - c) * (RT / (c * (1 - c))) = RT := by
    rw [mul_comm]
    exact (div_eq_iff hne).mp rfl |>.symm
  unfold interdiffusivity
  rw [regularSolution_curvature RT Ω h0 h1]
  linear_combination ((1 - c) * MA c + c * MB c) * e

end

end DarkenDiffusion
```

The step named `e` is that cancellation, and the final line multiplies it by the mixed mobility. For positive mobilities, $D$ is negative where $2\Omega c(1-c)$ exceeds $RT$.

```lean
#print axioms DarkenDiffusion.darken
#print axioms DarkenDiffusion.latticeVelocity_eq_zero_iff
#print axioms DarkenDiffusion.interdiffusivity_neg_iff
#print axioms DarkenDiffusion.interdiffusivity_regularSolution
```

```
'DarkenDiffusion.darken' depends on axioms: [propext, Classical.choice, Quot.sound]
'DarkenDiffusion.latticeVelocity_eq_zero_iff' depends on axioms: [propext, Classical.choice, Quot.sound]
'DarkenDiffusion.interdiffusivity_neg_iff' depends on axioms: [propext, Classical.choice, Quot.sound]
'DarkenDiffusion.interdiffusivity_regularSolution' depends on axioms: [propext, Classical.choice, Quot.sound]
```

Q: One last test. In a very dilute alloy, I expect the few A atoms to diffuse with their own mobility and to take no notice of $M_B$.

A: Let $c\to 0$ in the last formula, with mobilities that tend to finite values. The interaction term disappears, as does the weight of $M_B$, and $D\to RT\,M_A(0)$, where $M_A(0)$ is the limiting mobility. I took that limit by hand; the theorem itself covers compositions strictly between 0 and 1. The weights can look reversed at first, since $M_A$ is multiplied by the fraction of B, but this limit shows that they are the right way round.

Q: And what would I do with this in a simulation?

A: For a binary crystal in this one-dimensional model without cross terms, mobilities from atomistic simulation and a free-energy curve from electronic-structure calculations can be combined through $D$ into an interdiffusion coefficient. The same inputs, together with the local composition gradient, give the marker velocity.
